# Zeros of the ferromagnetic Ising ring lie at imaginary fields, outside a disk about zero field that does not depend on the ring's length

To find the complex fields at which the partition function of an Ising ring vanishes, we define that function as $Z_n=\operatorname{tr}T^n$, not as a sum over spin configurations. Here $n$ is the number of spins, each $\pm1$, and

$$T=\begin{pmatrix}e^{K+h}&e^{-K}\\e^{-K}&e^{K-h}\end{pmatrix}.$$

The coupling $K=\beta J$ is real and positive: a ferromagnetic exchange $J$ at finite inverse temperature $\beta$. The letter $h$ is the dimensionless field, already multiplied by $\beta$, and may be complex.

## Positions of the zeros

Let $a=\sqrt{1-e^{-4K}}$, so $0<a<1$. For $n\ge1$, $Z_n=0$ exactly when

$$\operatorname{Re}h=0,\qquad \cos(\operatorname{Im}h)=a\cos\varphi_k,\qquad \varphi_k=\frac{(2k+1)\pi}{2n},$$

for some integer $k$. Every zero satisfies $\cos^2(\operatorname{Im}h)<1-e^{-4K}$ and $|h|>\theta_e$, where $\theta_e=\arccos a>0$ is the edge angle. No larger radius works for all $n$.

## Field expansions that rely on the gap

At fixed $K$, the expansion of $\ln Z_n$ in powers of $h$ has a radius of convergence equal to the distance from $h=0$ to the nearest zero of $Z_n$. For this one-dimensional, nearest-neighbour ring, the disk of radius $\theta_e$ is free of zeros at every length, so the series converges there for every $n\ge1$. The explicit positions also give reference values for a root finder applied to $Z_n$.

## From the trace to the zeros

The trace and determinant are

$$\operatorname{tr}T=2e^K\cosh h,\qquad \det T=e^{2K}-e^{-2K}=r^2,\qquad r=e^Ka.$$

Complex cosine is surjective and $a\ne0$, so some complex $\varphi$ satisfies $\cosh h=a\cos\varphi$. Then $\operatorname{tr}T=2r\cos\varphi$, and Cayley–Hamilton reads $T^2=2r\cos\varphi\,T-r^2I$. Multiplying by $T^m$ and taking traces gives

$$Z_{m+2}=2r\cos\varphi\,Z_{m+1}-r^2Z_m,\qquad Z_0=2,\quad Z_1=2r\cos\varphi.$$

Since $\cos((m+2)\varphi)=2\cos\varphi\cos((m+1)\varphi)-\cos(m\varphi)$, induction gives $Z_n=2r^n\cos(n\varphi)$.

As $r\ne0$, a zero requires $\cos(n\varphi)=0$, hence $\varphi=\varphi_k$, which is real. So $\cosh h=x$ with $x=a\cos\varphi_k$ real and $x^2<1$. Write $h=u+iv$ with $u,v$ real:

$$\cosh h=\cosh u\cos v+i\sinh u\sin v.$$

The imaginary part vanishes, so $u=0$ or $\sin v=0$. The second case gives $x^2=\cosh^2u\ge1$, a contradiction. Hence $u=0$ and $\cos v=x$. Conversely, these two conditions give $\cosh h=a\cos\varphi_k$, and $Z_n=2r^n\cos(n\varphi_k)=0$.

If $\sin\varphi_k=0$, then $\varphi_k=m\pi$ for an integer $m$, and $2k+1=2mn$ equates an odd and an even number. So $\cos^2v=a^2(1-\sin^2\varphi_k)<a^2$. If $|v|\le\theta_e$, monotonicity of cosine on $[0,\pi]$ would give $\cos v\ge a$, a contradiction; thus $|h|=|v|>\theta_e$.

Finally, $k=0$ gives zeros at $h=i\arccos(a\cos(\pi/(2n)))$, which tend to $i\theta_e$ as $n\to\infty$.

## Lean source

```lean
import Mathlib

open Filter Topology

namespace IsingRingLeeYang

noncomputable section

/-- Transfer matrix of the Ising ring with real coupling `K` and complex field `h`. -/
def transferMatrix (K : ℝ) (h : ℂ) : Matrix (Fin 2) (Fin 2) ℂ :=
  !![Complex.exp (K + h), Complex.exp (-K); Complex.exp (-K), Complex.exp (K - h)]

/-- The amplitude `√(1 - exp(-4K))`, for coupling `K ≥ 0`. -/
def amplitude (K : ℝ) : ℝ := √(1 - Real.exp (-4 * K))

/-- The edge angle, whose cosine is the amplitude `√(1 - exp(-4K))`, for `K ≥ 0`. -/
def edgeAngle (K : ℝ) : ℝ := Real.arccos (amplitude K)

/-- The angle with cosine `√(1 - exp(-4K)) cos(π/(2n))`, for `K ≥ 0` and `n ≥ 1` spins. -/
def firstZero (K : ℝ) (n : ℕ) : ℝ :=
  Real.arccos (amplitude K * Real.cos (Real.pi / (2 * n)))

/-- For `K > 0` the amplitude is positive and its square is `1 - exp(-4K)`, which is below one. -/
theorem amplitude_bounds {K : ℝ} (hK : 0 < K) :
    0 < amplitude K ∧ amplitude K ^ 2 = 1 - Real.exp (-4 * K) ∧ amplitude K ^ 2 < 1 := by
  have h1 : Real.exp (-4 * K) < 1 := Real.exp_lt_one_iff.mpr (by linarith)
  have h2 := Real.exp_pos (-4 * K)
  have hs : amplitude K ^ 2 = 1 - Real.exp (-4 * K) := Real.sq_sqrt (by linarith)
  exact ⟨Real.sqrt_pos.mpr (by linarith), hs, by linarith⟩

/-- For `K > 0` the amplitude times any real cosine has square below one. -/
theorem amplitude_mul_cos_sq_lt_one {K : ℝ} (hK : 0 < K) (θ : ℝ) :
    (amplitude K * Real.cos θ) ^ 2 < 1 := by
  calc (amplitude K * Real.cos θ) ^ 2 = amplitude K ^ 2 * Real.cos θ ^ 2 := mul_pow _ _ _
    _ ≤ amplitude K ^ 2 * 1 :=
        mul_le_mul_of_nonneg_left (Real.cos_sq_le_one θ) (sq_nonneg _)
    _ < 1 := by linarith [(amplitude_bounds hK).2.2]

/-- A complex 2×2 matrix `M` with trace `2 r cos φ` and determinant `r²` has
`trace(Mⁿ) = 2 rⁿ cos(nφ)`, for complex `r` and `φ`. -/
theorem trace_pow_eq_cos (M : Matrix (Fin 2) (Fin 2) ℂ) (r φ : ℂ)
    (ht : M.trace = 2 * r * Complex.cos φ) (hd : M.det = r ^ 2) (n : ℕ) :
    (M ^ n).trace = 2 * r ^ n * Complex.cos (n * φ) := by
  -- Cayley-Hamilton turns into a two-step recurrence for the traces
  have ch : M * M = (2 * r * Complex.cos φ) • M - (r ^ 2) • (1 : Matrix (Fin 2) (Fin 2) ℂ) := by
    rw [← ht, ← hd]
    ext i j
    fin_cases i <;> fin_cases j <;>
      simp [Matrix.mul_apply, Fin.sum_univ_two, Matrix.trace_fin_two, Matrix.det_fin_two] <;> ring
  have hrec : ∀ m : ℕ, (M ^ (m + 2)).trace =
      2 * r * Complex.cos φ * (M ^ (m + 1)).trace - r ^ 2 * (M ^ m).trace := by
    intro m
    rw [pow_add M m 2, pow_two M, ch, mul_sub, mul_smul_comm, mul_smul_comm, mul_one,
      ← pow_succ, Matrix.trace_sub, Matrix.trace_smul, Matrix.trace_smul, smul_eq_mul,
      smul_eq_mul]
  induction n using Nat.twoStepInduction with
  | zero => simp [Matrix.trace_one]
  | one => simpa using ht
  | more m ih0 ih1 =>
      -- the cosines obey the recurrence with `r` replaced by one
    have hcos : Complex.cos (((m + 2 : ℕ) : ℂ) * φ) =
        2 * Complex.cos φ * Complex.cos (((m + 1 : ℕ) : ℂ) * φ) - Complex.cos (m * φ) := by
      have e2 : ((m + 2 : ℕ) : ℂ) * φ = ((m + 1 : ℕ) : ℂ) * φ + φ := by push_cast; ring
      have e0 : (m : ℂ) * φ = ((m + 1 : ℕ) : ℂ) * φ - φ := by push_cast; ring
      rw [e2, e0, Complex.cos_add, Complex.cos_sub]
      ring
    rw [hrec, ih1, ih0, hcos]
    ring

/-- For `K > 0`, writing `cosh h = √(1 - exp(-4K)) cos φ` with complex `φ` brings the ring's
partition function to the form `2 (exp(K) √(1 - exp(-4K)))ⁿ cos(nφ)`. -/
theorem partition_eq_cos {K : ℝ} (hK : 0 < K) (h φ : ℂ)
    (hφ : Complex.cosh h = amplitude K * Complex.cos φ) (n : ℕ) :
    (transferMatrix K h ^ n).trace =
      2 * (Complex.exp K * amplitude K) ^ n * Complex.cos (n * φ) := by
  apply trace_pow_eq_cos
  · have ht : (transferMatrix K h).trace = 2 * Complex.exp K * Complex.cosh h := by
      rw [transferMatrix, Matrix.trace_fin_two_of, Complex.exp_add, sub_eq_add_neg,
        Complex.exp_add, Complex.cosh]
      ring
    rw [ht, hφ]
    ring
  · have h1 : Complex.exp (K + h) * Complex.exp (K - h) = Complex.exp K * Complex.exp K := by
      rw [← Complex.exp_add, ← Complex.exp_add]
      congr 1
      ring
    have h2 : Complex.exp (-K) * Complex.exp (-K) =
        Complex.exp K * Complex.exp K * Complex.exp (-4 * K) := by
      rw [← Complex.exp_add, ← Complex.exp_add, ← Complex.exp_add]
      congr 1
      ring
    have ha : (amplitude K : ℂ) ^ 2 = 1 - Complex.exp (-4 * K) := by
      rw [← Complex.ofReal_pow, (amplitude_bounds hK).2.1]
      simp
    rw [transferMatrix, Matrix.det_fin_two_of]
    linear_combination h1 - h2 - (Complex.exp K) ^ 2 * ha

/-- If `x` is real with `x² < 1`, then `cosh h = x` exactly when the field `h` is purely
imaginary and `cos(Im h) = x`. -/
theorem cosh_eq_real_iff (h : ℂ) {x : ℝ} (hx : x ^ 2 < 1) :
    Complex.cosh h = x ↔ h.re = 0 ∧ Real.cos h.im = x := by
  have hh : Complex.cosh h = ((Real.cosh h.re * Real.cos h.im : ℝ) : ℂ) +
      ((Real.sinh h.re * Real.sin h.im : ℝ) : ℂ) * Complex.I := by
    conv_lhs => rw [← Complex.re_add_im h]
    rw [Complex.cosh_add, Complex.cosh_mul_I, Complex.sinh_mul_I]
    push_cast
    ring
  have hre : (Complex.cosh h).re = Real.cosh h.re * Real.cos h.im := by
    rw [hh]
    simp only [Complex.add_re, Complex.ofReal_re, Complex.re_ofReal_mul, Complex.I_re,
      mul_zero, add_zero]
  have him : (Complex.cosh h).im = Real.sinh h.re * Real.sin h.im := by
    rw [hh]
    simp only [Complex.add_im, Complex.ofReal_im, Complex.im_ofReal_mul, Complex.I_im,
      mul_one, zero_add]
  constructor
  · intro hc
    rw [hc, Complex.ofReal_re] at hre
    rw [hc, Complex.ofReal_im] at him
    have h0 : h.re = 0 := by
      rcases mul_eq_zero.mp him.symm with hs | hs
      · exact Real.sinh_eq_zero.mp hs
      · -- a vanishing sine would give `x² = cosh² ≥ 1`
        exfalso
        have c2 : Real.cos h.im ^ 2 = 1 := by rw [Real.cos_sq', hs]; norm_num
        have hx2 : x ^ 2 = Real.cosh h.re ^ 2 := by rw [hre, mul_pow, c2, mul_one]
        nlinarith [Real.one_le_cosh h.re]
    exact ⟨h0, by rw [hre, h0, Real.cosh_zero, one_mul]⟩
  · rintro ⟨h0, hc⟩
    apply Complex.ext
    · rw [hre, h0, hc, Real.cosh_zero, one_mul, Complex.ofReal_re]
    · rw [him, h0, Real.sinh_zero, zero_mul, Complex.ofReal_im]

/-- Lee-Yang zeros of the ring: for `K > 0` and `n ≥ 1` spins the partition function vanishes
exactly at the imaginary fields with `cos(Im h) = √(1 - exp(-4K)) cos((2k+1)π/(2n))`,
`k` an integer. -/
theorem partition_eq_zero_iff {K : ℝ} (hK : 0 < K) (h : ℂ) {n : ℕ} (hn : n ≠ 0) :
    (transferMatrix K h ^ n).trace = 0 ↔ h.re = 0 ∧ ∃ k : ℤ,
      Real.cos h.im = amplitude K * Real.cos ((2 * k + 1) * Real.pi / (2 * n)) := by
  have ha : (amplitude K : ℂ) ≠ 0 := Complex.ofReal_ne_zero.mpr (amplitude_bounds hK).1.ne'
  have hn' : (n : ℂ) ≠ 0 := Nat.cast_ne_zero.mpr hn
  constructor
  · intro hz
    obtain ⟨φ, hφ⟩ := Complex.cos_surjective (Complex.cosh h / amplitude K)
    have hc : Complex.cosh h = amplitude K * Complex.cos φ := by
      rw [hφ]
      field_simp
    rw [partition_eq_cos hK h φ hc n] at hz
    have hr : 2 * (Complex.exp K * amplitude K) ^ n ≠ 0 :=
      mul_ne_zero two_ne_zero (pow_ne_zero _ (mul_ne_zero (Complex.exp_ne_zero _) ha))
    -- the zeros of the complex cosine are real, so `φ` is real
    obtain ⟨k, hk⟩ := Complex.cos_eq_zero_iff.mp ((mul_eq_zero.mp hz).resolve_left hr)
    have hreal : φ = (((2 * k + 1) * Real.pi / (2 * n) : ℝ) : ℂ) := by
      push_cast
      rw [eq_div_iff (mul_ne_zero two_ne_zero hn')]
      linear_combination 2 * hk
    have hx := (cosh_eq_real_iff h (amplitude_mul_cos_sq_lt_one hK
      ((2 * k + 1) * Real.pi / (2 * n)))).mp
        (by rw [hc, hreal, Complex.ofReal_mul, Complex.ofReal_cos])
    exact ⟨hx.1, k, hx.2⟩
  · rintro ⟨h0, k, hk⟩
    have hc := (cosh_eq_real_iff h (amplitude_mul_cos_sq_lt_one hK _)).mpr ⟨h0, hk⟩
    rw [Complex.ofReal_mul, Complex.ofReal_cos] at hc
    rw [partition_eq_cos hK h _ hc n, Complex.cos_eq_zero_iff.mpr ⟨k, ?_⟩, mul_zero]
    push_cast
    field_simp

/-- For `K > 0`, every zero of the ring's partition function has purely imaginary field and
`cos²(Im h) < 1 - exp(-4K)`. -/
theorem zero_imaginary_and_gap {K : ℝ} (hK : 0 < K) {h : ℂ} {n : ℕ}
    (hz : (transferMatrix K h ^ n).trace = 0) :
    h.re = 0 ∧ Real.cos h.im ^ 2 < 1 - Real.exp (-4 * K) := by
  have hn : n ≠ 0 := by
    rintro rfl
    simp [Matrix.trace_one] at hz
  obtain ⟨h0, k, hk⟩ := (partition_eq_zero_iff hK h hn).mp hz
  refine ⟨h0, ?_⟩
  have hn' : (n : ℝ) ≠ 0 := Nat.cast_ne_zero.mpr hn
  -- an odd multiple of `π/(2n)` is never a multiple of `π`
  have hs : Real.sin ((2 * k + 1) * Real.pi / (2 * n)) ≠ 0 := by
    intro hs
    obtain ⟨m, hm⟩ := Real.sin_eq_zero_iff.mp hs
    rw [eq_div_iff (mul_ne_zero two_ne_zero hn')] at hm
    have hr : 2 * ((m : ℝ) * n) = 2 * k + 1 := by
      apply mul_right_cancel₀ Real.pi_ne_zero
      linear_combination hm
    have hi : 2 * (m * (n : ℤ)) = 2 * k + 1 := by exact_mod_cast hr
    omega
  have ha : 0 < amplitude K ^ 2 := pow_pos (amplitude_bounds hK).1 2
  rw [hk, mul_pow, ← (amplitude_bounds hK).2.1, Real.cos_sq']
  nlinarith [mul_pos ha (sq_pos_of_ne_zero hs)]

/-- For `K > 0` the edge angle is positive, and every zero of the partition function, for any
ring length, lies farther from `h = 0` than this angle. -/
theorem zero_free_disk {K : ℝ} (hK : 0 < K) :
    0 < edgeAngle K ∧ ∀ (n : ℕ) (h : ℂ),
      (transferMatrix K h ^ n).trace = 0 → edgeAngle K < ‖h‖ := by
  obtain ⟨ha, hsq, hlt⟩ := amplitude_bounds hK
  have ha1 : amplitude K < 1 := by nlinarith
  refine ⟨Real.arccos_pos.mpr ha1, fun n h hz => ?_⟩
  refine lt_of_lt_of_le ?_ (Complex.abs_im_le_norm h)
  by_contra hle
  -- inside the edge the cosine would be at least the amplitude
  have hcos := Real.cos_le_cos_of_nonneg_of_le_pi (abs_nonneg h.im)
    (Real.arccos_le_pi (amplitude K)) (not_lt.mp hle)
  rw [Real.cos_abs, Real.cos_arccos (by linarith) ha1.le] at hcos
  have hgap := (zero_imaginary_and_gap hK hz).2
  nlinarith

/-- For `K > 0` the imaginary fields `i firstZero K n` are zeros for every `n ≥ 1`, and
`firstZero K n` tends to the edge angle as the ring grows. -/
theorem zeros_reach_edge {K : ℝ} (hK : 0 < K) :
    (∀ n : ℕ, n ≠ 0 →
      (transferMatrix K ((firstZero K n : ℂ) * Complex.I) ^ n).trace = 0) ∧
    Tendsto (firstZero K) atTop (𝓝 (edgeAngle K)) := by
  constructor
  · intro n hn
    have hsq := amplitude_mul_cos_sq_lt_one hK (Real.pi / (2 * n))
    have him : ((firstZero K n : ℂ) * Complex.I).im = firstZero K n := by simp
    refine (partition_eq_zero_iff hK _ hn).mpr ⟨by simp, 0, ?_⟩
    rw [him, firstZero, Real.cos_arccos (by nlinarith) (by nlinarith), Int.cast_zero,
      mul_zero, zero_add, one_mul]
  · have h1 : Tendsto (fun n : ℕ => Real.pi / (2 * (n : ℝ))) atTop (𝓝 0) :=
      (tendsto_natCast_atTop_atTop.const_mul_atTop two_pos).const_div_atTop Real.pi
    have h2 : Continuous fun x : ℝ => Real.arccos (amplitude K * Real.cos x) :=
      Real.continuous_arccos.comp (continuous_const.mul Real.continuous_cos)
    have h3 := (h2.tendsto 0).comp h1
    rw [Real.cos_zero, mul_one] at h3
    exact h3

end

end IsingRingLeeYang
```

```lean
#print axioms IsingRingLeeYang.zero_imaginary_and_gap
#print axioms IsingRingLeeYang.zero_free_disk
#print axioms IsingRingLeeYang.zeros_reach_edge
```

```
'IsingRingLeeYang.zero_imaginary_and_gap' depends on axioms: [propext, Classical.choice, Quot.sound]
'IsingRingLeeYang.zero_free_disk' depends on axioms: [propext, Classical.choice, Quot.sound]
'IsingRingLeeYang.zeros_reach_edge' depends on axioms: [propext, Classical.choice, Quot.sound]
```

## What the theorems say, and for which ring

In `transferMatrix`, `K` is real, `h` is complex, and the two indices of `Fin 2` stand for spin up and spin down. The names `amplitude`, `edgeAngle` and `firstZero` denote $a$, $\theta_e$ and the angle of the $k=0$ zero.

- `trace_pow_eq_cos` checks Cayley–Hamilton entry by entry, then runs the two-step induction. `partition_eq_cos` supplies the trace and determinant of $T$.
- `partition_eq_zero_iff` is the exact condition for a zero, with `n ≠ 0` assumed. It uses `cosh_eq_real_iff` for the split into real and imaginary parts.
- `zero_imaginary_and_gap` gives the strict bound; `omega` closes the parity argument. At $n=0$ the trace is 2, so there is no zero to bound.
- `zero_free_disk` compares cosines by contradiction, and `zeros_reach_edge` gets the limit from continuity of arccosine.

The step left to the reader is the usual expansion of $\operatorname{tr}T^n$ into a sum over spin configurations. In that sum, $n=1$ means a spin bonded to itself and $n=2$ a pair joined by two bonds.

The theorems locate zeros without counting multiplicities, and they concern exact complex numbers, not floating-point output. Because the argument needs this $2\times2$ matrix, it says nothing about Ising ferromagnets on other lattices. There the general Lee–Yang theorem still places the zeros at imaginary fields, but does not by itself give a zero-free disk common to all sizes.
